# The variance of cos(tA) for a random area A from its averages at fields t and 2t

In units where the charge and ħ are 1, a uniform magnetic field t through a flat loop of signed area A gives the U(1) Wilson loop exp(itA), whose real part is cos(tA). The lemma takes t to be a fixed real number and A a random real variable. It says that the variance of cos(tA) equals 1/2 plus half the average of cos(2tA), minus the square of the average of cos(tA). The averages are taken over a probability measure, and A need only be almost everywhere measurable; no particular distribution is assumed. The attempt writes the variance as the mean square minus the squared mean, and finds the mean square by integrating the double-angle formula cos²(tA) = 1/2 + cos(2tA)/2.

As first written in Lean, the proof fails:

```lean
import Mathlib

open MeasureTheory ProbabilityTheory Filter
open scoped Real

namespace VarianceCos

variable {Ω : Type*} [MeasurableSpace Ω] {μ : Measure Ω}

/-- The Wilson loop `cos (t A)` of a measurable random area is square integrable. -/
theorem memLp_cos [IsProbabilityMeasure μ] {A : Ω → ℝ} (hA : AEMeasurable A μ) (t : ℝ) :
    MemLp (fun ω => Real.cos (t * A ω)) 2 μ :=
  MemLp.of_bound (Real.measurable_cos.comp_aemeasurable (hA.const_mul t)).aestronglyMeasurable 1
    (Eventually.of_forall fun ω => Real.abs_cos_le_one (t * A ω))

/-- For any measurable random area, the variance of the Wilson loop at field `t` is fixed by
its averages at the fields `t` and `2t`. -/
theorem variance_cos [IsProbabilityMeasure μ] {A : Ω → ℝ} (hA : AEMeasurable A μ) (t : ℝ) :
    variance (fun ω => Real.cos (t * A ω)) μ =
      1 / 2 + (∫ ω, Real.cos (2 * t * A ω) ∂μ) / 2 - (∫ ω, Real.cos (t * A ω) ∂μ) ^ 2 := by
  have hint : Integrable (fun ω => Real.cos (2 * t * A ω)) μ :=
    (memLp_cos hA (2 * t)).integrable (by norm_num)
  -- the double-angle formula under the average
  have h2 : ∫ ω, ((fun ω => Real.cos (t * A ω)) ^ 2) ω ∂μ =
      1 / 2 + (∫ ω, Real.cos (2 * t * A ω) ∂μ) / 2 := by
    calc _ = ∫ ω, (1 / 2 + Real.cos (2 * t * A ω) / 2) ∂μ := by
          refine integral_congr_ae (Eventually.of_forall fun ω => ?_)
          simp only [Pi.pow_apply]
          rw [Real.cos_sq, mul_assoc]
      _ = _ := by
          rw [integral_add (integrable_const _) (hint.div_const 2), integral_div]
          simp
  rw [variance_eq_sub (memLp_cos hA t), h2]

end VarianceCos
```

The error:

```
Main.lean:30:15: error: unsolved goals
Ω : Type u_1
inst✝¹ : MeasurableSpace Ω
μ : Measure Ω
inst✝ : IsProbabilityMeasure μ
A : Ω → ℝ
hA : AEMeasurable A μ
t : ℝ
hint : Integrable (fun ω => Real.cos (2 * t * A ω)) μ
⊢ ∫ (a : Ω), Real.cos (2 * t * A a) / 2 ∂μ = (∫ (ω : Ω), Real.cos (2 * t * A ω) ∂μ) / 2
```

The error is in the last step of the `calc` block, where the integral of the sum is to be split and evaluated. After `integral_add` the left side has two integrals, that of the constant `1 / 2` and that of `Real.cos (2 * t * A ω) / 2`. The rewrite `integral_div` is meant for the second, but the first is also the integral of a quotient, with the constant function 1 as numerator, and `rw` meets it first. Having fixed the numerator as that function, `rw` rewrites only instances of that same pattern, so the cosine integral is left as it was. `simp` then evaluates the constant part and cancels it, but does not by itself take the 2 out of the remaining integral, which is the equation shown in the message.

The repair takes `integral_div` out of the `rw` and gives it to `simp`, which can use the lemma afresh for each integral it meets. It can therefore take the divisor out of the cosine integral too, and the two sides agree.

The mended proof, as a diff:

```diff
@@ -29,6 +29,6 @@
           rw [Real.cos_sq, mul_assoc]
       _ = _ := by
-          rw [integral_add (integrable_const _) (hint.div_const 2), integral_div]
-          simp
+          rw [integral_add (integrable_const _) (hint.div_const 2)]
+          simp [integral_div]
   rw [variance_eq_sub (memLp_cos hA t), h2]
 
```
